# A 1/R bound on the density response beside a scatterer in a one-dimensional free-electron metal, for a continuously differentiable reflection amplitude

**Q:** Before I can judge the bound, I need the definitions. What is the system, and what do the symbols mean?

**A:** The electrons are non-interacting, move in one dimension and fill the wavevectors from $0$ to $K$ at zero temperature. A scatterer sits near the origin, and we look at the density to its right, where the potential is flat. A wave of wavevector $k$ that arrives from the right is reflected with complex amplitude $r(k)$. On the way from a point at distance $R$ to the scatterer and back it gains the phase $e^{2ikR}$, which the file calls `phase R k`.

```lean
import Mathlib

open Set MeasureTheory

namespace FriedelDecay

noncomputable section

/-- The phase `exp(2ikR)` gained by a wave of wavevector `k` on the way to the scatterer
and back over the distance `R`. -/
def phase (R k : ℝ) : ℂ := Complex.exp (((2 * k * R : ℝ) : ℂ) * Complex.I)
```

The quantity to be bounded is the Friedel amplitude
$$F(R)=\int_0^K r(k)\,e^{2ikR}\,dk .$$

```lean
/-- The Friedel amplitude: the integral of `r(k) exp(2ikR)` over the wavevectors
from `0` to `K`. -/
def friedelAmplitude (r : ℝ → ℂ) (K R : ℝ) : ℂ := ∫ k in (0 : ℝ)..K, r k * phase R k
```

**Q:** That is an oscillatory integral. Where is the density?

**A:** It has its own definition, in terms of scattering states. With `wave k x` for $e^{ikx}$, a state incident from the right is $e^{-ikx}+r(k)e^{ikx}$, and one incident from the left appears on our side as $t(k)e^{ikx}$. The density per spin is
$$n(x)=\frac{1}{2\pi}\int_0^K\left(\left|e^{-ikx}+r(k)e^{ikx}\right|^2+|t(k)|^2\right)dk .$$
The prefactor is the usual plane-wave normalisation. Without a scatterer, $r=0$ and $|t|=1$, and the density is $K/\pi$.

```lean
/-- The plane wave `exp(ikx)`. -/
def wave (k x : ℝ) : ℂ := Complex.exp (((k * x : ℝ) : ℂ) * Complex.I)

/-- The density per spin at `x`, to the right of a scatterer, of the scattering states with
wavevectors from `0` to `K`: incident plus reflected waves from the right, and transmitted
waves from the left. -/
def scatteringDensity (r t : ℝ → ℂ) (K x : ℝ) : ℝ :=
  1 / (2 * Real.pi) *
    ∫ k in (0 : ℝ)..K, (‖wave (-k) x + r k * wave k x‖ ^ 2 + ‖t k * wave k x‖ ^ 2)
```

**Q:** Take the integral first. How does the factor $1/R$ arise?

**A:** From one integration by parts. The product rule gives
$$\frac{d}{dk}\left(r(k)e^{2ikR}\right)=r'(k)e^{2ikR}+2iR\,r(k)e^{2ikR}.$$
Integrating from $0$ to $K$ and rearranging,
$$2iR\,F(R)=r(K)e^{2iKR}-r(0)-\int_0^K r'(k)e^{2ikR}\,dk .$$
The phase has modulus one, so the triangle inequality yields
$$2R\,|F(R)|\le |r(0)|+|r(K)|+\int_0^K|r'(k)|\,dk ,$$
and division by $2R>0$ gives the bound.

The two facts about the phase come first: its modulus, and its derivative with respect to $k$.

```lean
/-- The round-trip phase has modulus one. -/
theorem norm_phase (R k : ℝ) : ‖phase R k‖ = 1 :=
  Complex.norm_exp_ofReal_mul_I _

/-- The derivative of the round-trip phase with respect to the wavevector is `2iR` times
the phase. -/
theorem hasDerivAt_phase (R k : ℝ) :
    HasDerivAt (phase R) (((2 * R : ℝ) : ℂ) * Complex.I * phase R k) k := by
  have h0 : HasDerivAt (fun x : ℝ => 2 * x * R) (2 * R) k :=
    (((hasDerivAt_id' k).const_mul (2 : ℝ)).mul_const R).congr_deriv (by ring)
  have h1 := (h0.ofReal_comp.mul_const Complex.I).cexp
  exact h1.congr_deriv (by simp only [phase]; ring)
```

**Q:** A reflection amplitude on $[0,K]$ has only one-sided derivatives at the ends. Is that respected?

**A:** Yes. The hypothesis `hr` uses `HasDerivWithinAt` on `Icc 0 K`, which is the one-sided derivative at each end when $K>0$, and `hr'` says that $r'$ is continuous on the closed interval. The proof applies a form of the fundamental theorem of calculus that needs continuity on the closed interval but derivatives only inside it, where the one-sided notion becomes the ordinary one. The resulting equation, `hftc`, is the integrated product rule above, and `linear_combination` rearranges it. The case $K=0$ is allowed, and both sides are then zero.

```lean
/-- Integration by parts for a continuously differentiable reflection amplitude: `2iR` times
the Friedel amplitude is the difference of the end-point terms minus the integral of
`r'(k) exp(2ikR)`. -/
theorem friedel_by_parts {r r' : ℝ → ℂ} {K : ℝ} (hK : 0 ≤ K)
    (hr : ∀ k ∈ Icc 0 K, HasDerivWithinAt r (r' k) (Icc 0 K) k)
    (hr' : ContinuousOn r' (Icc 0 K)) (R : ℝ) :
    ((2 * R : ℝ) : ℂ) * Complex.I * friedelAmplitude r K R =
      r K * phase R K - r 0 - ∫ k in (0 : ℝ)..K, r' k * phase R k := by
  have hp : Continuous (phase R) :=
    continuous_iff_continuousAt.mpr fun k => (hasDerivAt_phase R k).continuousAt
  have hc : ContinuousOn r (Icc 0 K) := fun k hk => (hr k hk).continuousWithinAt
  have hi1 : IntervalIntegrable (fun k => r' k * phase R k) volume 0 K :=
    (hr'.mul hp.continuousOn).intervalIntegrable_of_Icc hK
  have hi0 : IntervalIntegrable (fun k => r k * phase R k) volume 0 K :=
    (hc.mul hp.continuousOn).intervalIntegrable_of_Icc hK
  have hi2 := hi0.const_mul (((2 * R : ℝ) : ℂ) * Complex.I)
  -- the fundamental theorem of calculus for the product of amplitude and phase
  have hftc := intervalIntegral.integral_eq_sub_of_hasDerivAt_of_le hK
    (f := fun k => r k * phase R k)
    (f' := fun k => r' k * phase R k +
      ((2 * R : ℝ) : ℂ) * Complex.I * (r k * phase R k))
    (hc.mul hp.continuousOn)
    (fun k hk => (((hr k ⟨hk.1.le, hk.2.le⟩).hasDerivAt
      (Icc_mem_nhds hk.1 hk.2)).fun_mul (hasDerivAt_phase R k)).congr_deriv (by ring))
    (hi1.add hi2)
  rw [intervalIntegral.integral_add hi1 hi2, intervalIntegral.integral_const_mul] at hftc
  have h0 : phase R 0 = 1 := by simp [phase]
  rw [h0] at hftc
  unfold friedelAmplitude
  linear_combination hftc
```

**Q:** And the estimate itself?

**A:** `norm_two_I_mul` says that the factor $2iR$ has modulus $2R$. In the main theorem, `hint` bounds the remaining integral by $\int_0^K|r'|$, while `h1` and `h2` are the two uses of the triangle inequality. `linarith` adds them up.

```lean
/-- For `R ≥ 0`, multiplying an amplitude by `2iR` multiplies its modulus by `2R`. -/
theorem norm_two_I_mul {R : ℝ} (hR : 0 ≤ R) (z : ℂ) :
    ‖((2 * R : ℝ) : ℂ) * Complex.I * z‖ = 2 * R * ‖z‖ := by
  rw [norm_mul, norm_mul, Complex.norm_I, mul_one, Complex.norm_real,
    Real.norm_of_nonneg (by positivity)]

/-- The metallic `1/R` bound: for a reflection amplitude continuously differentiable on
`[0,K]` and `R > 0`, the Friedel amplitude is at most the end-point moduli plus the integral
of `‖r'‖`, divided by `2R`. -/
theorem norm_friedelAmplitude_le {r r' : ℝ → ℂ} {K R : ℝ} (hK : 0 ≤ K) (hR : 0 < R)
    (hr : ∀ k ∈ Icc 0 K, HasDerivWithinAt r (r' k) (Icc 0 K) k)
    (hr' : ContinuousOn r' (Icc 0 K)) :
    ‖friedelAmplitude r K R‖ ≤
      (‖r 0‖ + ‖r K‖ + ∫ k in (0 : ℝ)..K, ‖r' k‖) / (2 * R) := by
  have hint := intervalIntegral.norm_integral_le_integral_norm (μ := volume)
    (f := fun k => r' k * phase R k) hK
  simp only [norm_mul, norm_phase, mul_one] at hint
  have hn := norm_two_I_mul hR.le (friedelAmplitude r K R)
  rw [friedel_by_parts hK hr hr' R] at hn
  -- triangle inequality for the three terms
  have h1 := norm_sub_le (r K * phase R K - r 0) (∫ k in (0 : ℝ)..K, r' k * phase R k)
  have h2 := norm_sub_le (r K * phase R K) (r 0)
  rw [norm_mul, norm_phase, mul_one] at h2
  rw [le_div_iff₀ (by positivity)]
  linarith
```

**Q:** What does the smoothness of $r$ stand for physically? You have not derived it from a potential.

**A:** No, it is assumed. It describes a scatterer whose reflection strength and phase vary smoothly with wavevector, down to the bottom of the band. The integral of $|r'|$ is the length of the path that $r(k)$ traces in the complex plane, so a reflection phase that winds many times below the Fermi level makes the constant larger.

**Q:** Now connect $F$ to the density. I suspect that the uniform part has been put in by hand.

**A:** It comes out of flux conservation. Take out the factor $e^{-ikx}$, which has modulus one:
$$\left|e^{-ikx}+r e^{ikx}\right|^2=\left|1+r e^{2ikx}\right|^2=1+2\,\mathrm{Re}\left(r e^{2ikx}\right)+|r|^2 .$$
Adding $|t|^2$ and using $|r|^2+|t|^2=1$ leaves $2+2\,\mathrm{Re}(r e^{2ikx})$. Integration over $k$ and the prefactor $1/(2\pi)$ then give
$$n(x)-\frac{K}{\pi}=\frac{1}{\pi}\,\mathrm{Re}\,F(x).$$

**Q:** But your $r$ belongs to waves from the right and your $t$ to waves from the left. Flux conservation for a single scattering state relates reflection and transmission of the same incident wave.

**A:** The relation needed here is the normalisation of one row of the scattering matrix: the two amplitudes that feed the outgoing wave on the right. It follows from unitarity, with equal wavevectors on both sides. The theorem takes it as the hypothesis `hflux`. Filling the states from both sides up to the same $K$ is also part of the model, and describes equilibrium without a bias.

In the proof, `hpt` is the pointwise expansion and `hre` moves the real part through the integral. No continuity of $t$ is required, because `hflux` already fixes $|t|^2$.

```lean
/-- For a continuous reflection amplitude and flux conservation `|r|² + |t|² = 1`, the density
differs from the uniform value `K/π` by the real part of the Friedel amplitude over `π`. -/
theorem density_response_eq {r t : ℝ → ℂ} {K : ℝ} (hK : 0 ≤ K)
    (hc : ContinuousOn r (Icc 0 K))
    (hflux : ∀ k ∈ Icc 0 K, ‖r k‖ ^ 2 + ‖t k‖ ^ 2 = 1) (x : ℝ) :
    scatteringDensity r t K x - K / Real.pi =
      1 / Real.pi * (friedelAmplitude r K x).re := by
  have hp : Continuous (phase x) :=
    continuous_iff_continuousAt.mpr fun k => (hasDerivAt_phase x k).continuousAt
  have hi : IntervalIntegrable (fun k => r k * phase x k) volume 0 K :=
    (hc.mul hp.continuousOn).intervalIntegrable_of_Icc hK
  have hw : ∀ k, ‖wave k x‖ = 1 := fun k => Complex.norm_exp_ofReal_mul_I _
  -- interference of the incident and the reflected wave
  have hpt : ∀ k ∈ Icc 0 K, ‖wave (-k) x + r k * wave k x‖ ^ 2 + ‖t k * wave k x‖ ^ 2 =
      2 + 2 * (r k * phase x k).re := by
    intro k hk
    have hfac : wave k x = wave (-k) x * phase x k := by
      unfold wave phase
      rw [← Complex.exp_add]
      congr 1
      push_cast
      ring
    have hsum : wave (-k) x + r k * wave k x = wave (-k) x * (1 + r k * phase x k) := by
      rw [hfac]; ring
    have hsq : ∀ w : ℂ, ‖1 + w‖ ^ 2 = 1 + 2 * w.re + ‖w‖ ^ 2 := by
      intro w
      rw [Complex.sq_norm, Complex.sq_norm, Complex.normSq_apply, Complex.normSq_apply,
        Complex.add_re, Complex.add_im, Complex.one_re, Complex.one_im]
      ring
    rw [hsum, norm_mul, hw, one_mul, hsq, norm_mul (r k), norm_phase, mul_one,
      norm_mul, hw, mul_one]
    linarith [hflux k hk]
  have hre : ∫ k in (0 : ℝ)..K, (r k * phase x k).re = (friedelAmplitude r K x).re :=
    Complex.reCLM.intervalIntegral_comp_comm hi
  have hire : IntervalIntegrable (fun k => 2 * (r k * phase x k).re) volume 0 K :=
    (continuousOn_const.mul (Complex.continuous_re.comp_continuousOn
      (hc.mul hp.continuousOn))).intervalIntegrable_of_Icc hK
  unfold scatteringDensity
  rw [intervalIntegral.integral_congr (fun k hk => hpt k (by rwa [uIcc_of_le hK] at hk)),
    intervalIntegral.integral_add intervalIntegrable_const hire,
    intervalIntegral.integral_const_mul, hre, intervalIntegral.integral_const, smul_eq_mul]
  have hpi := Real.pi_ne_zero
  field_simp
  ring
```

The bound on the density follows from $|\mathrm{Re}\,F|\le|F|$:
$$\left|n(R)-\frac{K}{\pi}\right|\le\frac{1}{\pi}\cdot\frac{|r(0)|+|r(K)|+\int_0^K|r'(k)|\,dk}{2R}.$$

```lean
/-- For a continuously differentiable reflection amplitude and flux conservation, the density
at distance `R > 0` deviates from `K/π` by at most a constant over `R`. -/
theorem density_response_le {r r' t : ℝ → ℂ} {K R : ℝ} (hK : 0 ≤ K) (hR : 0 < R)
    (hr : ∀ k ∈ Icc 0 K, HasDerivWithinAt r (r' k) (Icc 0 K) k)
    (hr' : ContinuousOn r' (Icc 0 K))
    (hflux : ∀ k ∈ Icc 0 K, ‖r k‖ ^ 2 + ‖t k‖ ^ 2 = 1) :
    |scatteringDensity r t K R - K / Real.pi| ≤
      1 / Real.pi * ((‖r 0‖ + ‖r K‖ + ∫ k in (0 : ℝ)..K, ‖r' k‖) / (2 * R)) := by
  have hpi : 0 < 1 / Real.pi := one_div_pos.mpr Real.pi_pos
  rw [density_response_eq hK (fun k hk => (hr k hk).continuousWithinAt) hflux,
    abs_mul, abs_of_pos hpi]
  exact mul_le_mul_of_nonneg_left
    ((Complex.abs_re_le_norm _).trans (norm_friedelAmplitude_le hK hR hr hr')) hpi.le
```

**Q:** What does "density response" leave out?

**A:** It means the full deviation of this density from $K/\pi$ for a given scatterer, not a linear-response function. Bound states of the scatterer are not counted, and neither are interactions, screening, temperature or higher dimensions. The formula for $n(x)$ makes sense as mathematics at every $x$, but it is the physical density only to the right of the scatterer, beyond the range of its potential.

**Q:** An upper bound could be far too generous. Is this one ever reached?

**A:** The bound on the amplitude is. For a constant $r=c$ the derivative vanishes, and the integration by parts reduces to
$$2iR\,F(R)=c\,e^{2iKR}-c .$$
Choose $K=\pi/(2R)$. The phase at $K$ is then $e^{i\pi}=-1$, the right-hand side is $-2c$, and $|F(R)|=2|c|/(2R)$, which is exactly the bound. In the file, `friedel_const` is the first formula and `hphase` evaluates the phase.

```lean
/-- For a reflection amplitude `c` independent of the wavevector, `2iR` times the Friedel
amplitude is `c exp(2iKR) - c`. -/
theorem friedel_const (c : ℂ) {K : ℝ} (hK : 0 ≤ K) (R : ℝ) :
    ((2 * R : ℝ) : ℂ) * Complex.I * friedelAmplitude (fun _ => c) K R =
      c * phase R K - c := by
  have h := friedel_by_parts (r := fun _ => c) (r' := fun _ => 0) hK
    (fun k _ => hasDerivWithinAt_const _ _ _) continuousOn_const R
  simp only [zero_mul, intervalIntegral.integral_zero, sub_zero] at h
  exact h

/-- The amplitude bound is sharp: for a constant reflection amplitude `c`, `R > 0` and
`K = π/(2R)`, the modulus of the Friedel amplitude equals `(‖c‖ + ‖c‖)/(2R)`. -/
theorem friedel_bound_sharp (c : ℂ) {R : ℝ} (hR : 0 < R) :
    ‖friedelAmplitude (fun _ => c) (Real.pi / (2 * R)) R‖ = (‖c‖ + ‖c‖) / (2 * R) := by
  have hK : 0 ≤ Real.pi / (2 * R) := by positivity
  have hphase : phase R (Real.pi / (2 * R)) = -1 := by
    have harg : 2 * (Real.pi / (2 * R)) * R = Real.pi := by field_simp
    rw [phase, harg, Complex.exp_pi_mul_I]
  have hn := norm_two_I_mul hR.le (friedelAmplitude (fun _ => c) (Real.pi / (2 * R)) R)
  have hc : c * (-1) - c = -(2 * c) := by ring
  rw [friedel_const c hK, hphase, hc, norm_neg, norm_mul, Complex.norm_ofNat] at hn
  rw [eq_div_iff (by positivity)]
  linarith
```

**Q:** That concerns $|F|$, while the density sees only the real part. Does the deviation of the density from $K/\pi$ really fall off as slowly as $1/R$?

**A:** At a hard wall it does. Set $r=-1$ and $t=0$, which satisfies flux conservation. The constant-amplitude formula becomes
$$2ix\,F(x)=1-e^{2iKx}.$$
The imaginary part of the left-hand side is $2x\,\mathrm{Re}\,F(x)$ and that of the right-hand side is $-\sin(2Kx)$. Hence, for $x\neq0$,
$$n(x)-\frac{K}{\pi}=-\frac{\sin(2Kx)}{2\pi x}.$$
This is the Friedel oscillation, with wavevector $2K$ and an envelope $1/(2\pi x)$ for $x>0$. The general density bound gives $1/(\pi x)$ here, twice the envelope. The Lean proof takes imaginary parts in the same way: `him` is the resulting equation and `hre` solves it for the real part of $F$.

**Q:** Then what should someone who uses a linear-scaling method take from it?

**A:** In this non-interacting, one-dimensional model at zero temperature, a change in a distant part of a metal can alter the local density by an amount that decays only algebraically with distance. A local region that ignores its surroundings can therefore carry an error that shrinks slowly as the region grows. The general theorem covers a simpler case: it limits the error made in the density of the scattering states when a single distant scatterer in an otherwise uniform metal is ignored. It does not bound the error of an arbitrary truncated region. The hard wall shows a case in which the $1/R$ envelope is present.

```lean
/-- Friedel oscillation at a hard wall (`r = -1`, `t = 0`): at `x ≠ 0` the formula
`scatteringDensity`, which is the physical density only for `x > 0`, deviates from `K/π` by exactly
`-sin(2Kx)/(2πx)`. -/
theorem hard_wall_density {K x : ℝ} (hK : 0 ≤ K) (hx : x ≠ 0) :
    scatteringDensity (fun _ => -1) (fun _ => 0) K x - K / Real.pi =
      -Real.sin (2 * K * x) / (2 * Real.pi * x) := by
  rw [density_response_eq hK continuousOn_const (fun k _ => by simp)]
  have him := congrArg Complex.im (friedel_const (-1) hK x)
  have hs : (phase x K).im = Real.sin (2 * K * x) := Complex.exp_ofReal_mul_I_im _
  -- the imaginary part of the integrated identity isolates the real part of the amplitude
  rw [mul_assoc, Complex.im_ofReal_mul, Complex.I_mul_im, neg_one_mul, Complex.sub_im,
    Complex.neg_im, Complex.neg_im, Complex.one_im, hs] at him
  have hre : (friedelAmplitude (fun _ => -1) K x).re =
      -Real.sin (2 * K * x) / (2 * x) := by
    rw [eq_div_iff (mul_ne_zero two_ne_zero hx)]
    linarith
  rw [hre, div_mul_div_comm, one_mul]
  congr 1
  ring

end

end FriedelDecay
```

```lean
#print axioms FriedelDecay.density_response_le
#print axioms FriedelDecay.friedel_bound_sharp
#print axioms FriedelDecay.hard_wall_density
```

```
'FriedelDecay.density_response_le' depends on axioms: [propext, Classical.choice, Quot.sound]
'FriedelDecay.friedel_bound_sharp' depends on axioms: [propext, Classical.choice, Quot.sound]
'FriedelDecay.hard_wall_density' depends on axioms: [propext, Classical.choice, Quot.sound]
```
